# Velocity Verlet steps of two different positive sizes conserve no common nonzero quadratic form for the harmonic oscillator

A stiff bond vibrates in a molecular dynamics run, and the program shortens the time step whenever two atoms come close, then lengthens it again. At a constant step below the stability limit, velocity Verlet does not conserve the energy of a harmonic bond exactly, but it does conserve a modified quadratic energy, often called a shadow energy, which is close to the true energy when the step is small. This keeps the energy error bounded. Does any such quantity survive when the step changes?

## The oscillator and its Verlet step

Take one particle of unit mass with position q, momentum p and force −w²q, where w is the angular frequency. A velocity Verlet step of size h consists of a half kick, a drift and a second half kick. Write p* for the momentum after the first half kick, and q′, p′ for the state after the whole step:

p* = p − (h/2) w² q

q′ = q + h p*

p′ = p* − (h/2) w² q′

Substituting the first line into the other two gives a linear map,

q′ = α q + h p

p′ = −β q + α p

with

α = 1 − h²w²/2, β = h w² (1 − h²w²/4).

Its determinant is

α² + hβ = 1 − h²w² + h⁴w⁴/4 + h²w² − h⁴w⁴/4 = 1.

In a program with unit mass the same step reads

```
p = p + (h/2)*F
q = q + h*p
F = force(q)
p = p + (h/2)*F
```

The force from the end of one step is kept for the start of the next, so each step costs one force evaluation. When the step changes from h₁ to h₂, the two half kicks that meet at the same position add up to a kick of duration (h₁ + h₂)/2. A code that merges them has to use that duration in order to reproduce the map studied here.

## What is conserved, and by which maps

The candidates for a shadow energy are the quadratic forms

a q² + b q p + c p²

with real coefficients a, b, c. The main theorem, `no_common_shadow_energy`, says: if w > 0, if h₁ and h₂ are positive and distinct, and if such a form is conserved by the step of size h₁ and also by the step of size h₂, then a = b = c = 0.

In the Lean file a state is a pair `z : ℝ × ℝ`, with `z.1` the position and `z.2` the momentum. The functions `kick` and `drift` are the two elementary moves, and `verletStep` composes them in the order above. The proposition `Conserved w h a b c` says that the form has the same value before and after one step for every state, not just along one trajectory. No stability bound on the steps is assumed.

The more general `no_common_quadratic_invariant` needs only w ≠ 0, nonzero steps and h₁² ≠ h₂², so it also admits negative steps, which integrate backwards in time.

The setting is a single one-dimensional oscillator in exact arithmetic, with step sizes that do not depend on the state. Anharmonic forces, coupled particles and conserved functions that are not quadratic forms are not treated. The theorem also concerns forms conserved by each step separately: a fixed cycle of two steps, regarded as one map, can conserve a form of its own.

For simulation practice the result means that, for this one harmonic oscillator, the quadratic shadow energy that bounds the error at a constant step cannot be carried over to a run that switches between two step sizes.

## Three test states remove the form

Suppose a step of size h ≠ 0 conserves the form. The states (1,0) and (0,1) are sent to (α, −β) and (h, α), so conservation gives

a α² − b αβ + c β² = a

a h² + b hα + c α² = c.

The state (1,1) gives a third equation. Subtracting the first two from it leaves the condition on the cross term:

2a αh + b (α² − hβ) − 2c αβ = b.

Multiply this by h and subtract 2α times the equation from (0,1). The terms in a cancel, and what remains is

−bh (α² + hβ) − 2cα (α² + hβ) = bh − 2cα.

Since α² + hβ = 1, this becomes −bh = bh, so bh = 0 and therefore b = 0.

With b = 0, the equation from (0,1) reads

a h² = c (1 − α²) = c hβ = c h² w² (1 − h²w²/4),

and division by h² gives

a = c w² (1 − h²w²/4).

Each step size thus prescribes its own ratio of a to c. For c = 1/2 the form is

p²/2 + (w²/2)(1 − h²w²/4) q²,

which is the familiar shadow energy; substituting it back into the conservation equations shows that it is indeed conserved, a converse that the Lean file does not include. As h goes to zero it tends to the true energy.

Now let the same form be conserved at h₁ and at h₂. Subtracting the two expressions for a gives

c w⁴ (h₁² − h₂²) = 0.

For w ≠ 0 and h₁² ≠ h₂² this forces c = 0, and then a = 0. If the steps are positive and distinct, their squares differ, because h₁² − h₂² = (h₁ − h₂)(h₁ + h₂) and neither factor vanishes.

## Backward steps and the free particle

The condition on the squares reflects time reversal. A step of size −h undoes a step of size h, so every form conserved by one is conserved by the other, although h and −h are different numbers.

The condition w ≠ 0 excludes the free particle. Without a force the momentum never changes, and p² is conserved at every step size.

## Two stable steps that are unstable in alternation

Set w = 1 and alternate the steps 6/5 and 8/5. Each is below the stability limit h = 2, so a run at either constant step stays bounded. For h₁ = 6/5 the coefficients are α = 7/25 and β = 96/125; for h₂ = 8/5 they are α = −7/25 and β = 72/125. Composing the two maps, with h₁ first, gives for one cycle

q″ = −(817/625 q − 14/125 p)

p″ = −(481/625 p − 168/3125 q).

Start from (1,0) and let Q and P be the position and momentum after n cycles, each multiplied by (−1)ⁿ. The next cycle gives

Q′ = 817/625 Q − 14/125 P

P′ = 481/625 P − 168/3125 Q.

If Q ≥ 0 and P ≤ 0, then Q′ ≥ 817/625 Q and P′ ≤ 0, so the sign pattern persists. Initially Q = 1 and P = 0. By induction Q ≥ (817/625)ⁿ, and hence |q| ≥ (817/625)ⁿ after n cycles. After ten cycles the displacement is more than 14 times the initial one.

The absence of a common form does not by itself imply such growth. What it removes is the bound that a common positive definite form would have provided, and this example shows that trajectories can then escape.

## The complete Lean file

```lean
import Mathlib

namespace VerletVariableStep

noncomputable section

/-- Momentum kick of duration `t` by the harmonic force `-w² q` (unit mass),
acting on a state `(q, p)`. -/
def kick (w t : ℝ) (z : ℝ × ℝ) : ℝ × ℝ := (z.1, z.2 - t * w ^ 2 * z.1)

/-- Free drift of duration `t` at constant momentum (unit mass). -/
def drift (t : ℝ) (z : ℝ × ℝ) : ℝ × ℝ := (z.1 + t * z.2, z.2)

/-- One velocity Verlet step of size `h` for the oscillator of frequency `w`:
half kick, drift, half kick. -/
def verletStep (w h : ℝ) (z : ℝ × ℝ) : ℝ × ℝ :=
  kick w (h / 2) (drift h (kick w (h / 2) z))

/-- The quadratic form `a q² + b q p + c p²` on phase space. -/
def quadForm (a b c : ℝ) (z : ℝ × ℝ) : ℝ :=
  a * z.1 ^ 2 + b * z.1 * z.2 + c * z.2 ^ 2

/-- The form `a q² + b q p + c p²` keeps its value under a Verlet step of size `h`,
whatever the state. -/
def Conserved (w h a b c : ℝ) : Prop :=
  ∀ z : ℝ × ℝ, quadForm a b c (verletStep w h z) = quadForm a b c z

/-- A quadratic form conserved by a Verlet step of nonzero size has no `q p` term. -/
theorem cross_term_eq_zero {w h a b c : ℝ} (hh : h ≠ 0)
    (H : Conserved w h a b c) : b = 0 := by
  -- three test states determine the three coefficients of the conservation law
  have e10 := H (1, 0)
  have e01 := H (0, 1)
  have e11 := H (1, 1)
  simp only [quadForm, verletStep, kick, drift] at e10 e01 e11
  have hbh : b * h = 0 := by
    linear_combination (-1 / 2) * (h * (e11 - e10 - e01)
      - 2 * (1 - h ^ 2 * w ^ 2 / 2) * e01)
  exact (mul_eq_zero.mp hbh).resolve_right hh

/-- For a nonzero frequency and two nonzero steps with different squares, a quadratic
form conserved by both Verlet maps is zero. -/
theorem no_common_quadratic_invariant {w h₁ h₂ a b c : ℝ} (hw : w ≠ 0)
    (hh₁ : h₁ ≠ 0) (hh₂ : h₂ ≠ 0) (hne : h₁ ^ 2 ≠ h₂ ^ 2)
    (H₁ : Conserved w h₁ a b c) (H₂ : Conserved w h₂ a b c) :
    a = 0 ∧ b = 0 ∧ c = 0 := by
  have hb : b = 0 := cross_term_eq_zero hh₁ H₁
  have e₁ := H₁ (0, 1)
  have e₂ := H₂ (0, 1)
  simp only [quadForm, verletStep, kick, drift] at e₁ e₂
  -- each step size fixes its own ratio of the two remaining coefficients
  have k₁ : a = c * w ^ 2 * (1 - h₁ ^ 2 * w ^ 2 / 4) :=
    mul_left_cancel₀ (pow_ne_zero 2 hh₁)
      (by linear_combination e₁ - h₁ * (1 - h₁ ^ 2 * w ^ 2 / 2) * hb)
  have k₂ : a = c * w ^ 2 * (1 - h₂ ^ 2 * w ^ 2 / 4) :=
    mul_left_cancel₀ (pow_ne_zero 2 hh₂)
      (by linear_combination e₂ - h₂ * (1 - h₂ ^ 2 * w ^ 2 / 2) * hb)
  -- the two ratios are incompatible unless the form vanishes
  have hc' : c * (w ^ 4 * (h₁ ^ 2 - h₂ ^ 2)) = 0 := by
    linear_combination 4 * (k₁ - k₂)
  have hc : c = 0 := (mul_eq_zero.mp hc').resolve_right
    (mul_ne_zero (pow_ne_zero 4 hw) (sub_ne_zero.mpr hne))
  refine ⟨?_, hb, hc⟩
  rw [k₁, hc]
  ring

/-- For an oscillator with `w > 0` and two distinct positive step sizes, the only
quadratic form in `(q, p)` conserved by both velocity Verlet maps is zero. -/
theorem no_common_shadow_energy {w h₁ h₂ a b c : ℝ} (hw : 0 < w)
    (hh₁ : 0 < h₁) (hh₂ : 0 < h₂) (hne : h₁ ≠ h₂)
    (H₁ : Conserved w h₁ a b c) (H₂ : Conserved w h₂ a b c) :
    a = 0 ∧ b = 0 ∧ c = 0 := by
  refine no_common_quadratic_invariant hw.ne' hh₁.ne' hh₂.ne' ?_ H₁ H₂
  intro hsq
  have hprod : (h₁ - h₂) * (h₁ + h₂) = 0 := by linear_combination hsq
  rcases mul_eq_zero.mp hprod with h | h
  · exact hne (by linarith)
  · linarith

/-- A Verlet step of size `-h` followed by one of size `h` restores the state. -/
theorem verletStep_reverse (w h : ℝ) (z : ℝ × ℝ) :
    verletStep w h (verletStep w (-h) z) = z := by
  refine Prod.ext ?_ ?_
  · simp only [verletStep, kick, drift]
    ring
  · simp only [verletStep, kick, drift]
    ring

/-- Every quadratic form conserved by the step `h` is also conserved by the
backward step `-h`. -/
theorem conserved_backward {w h a b c : ℝ} (H : Conserved w h a b c) :
    Conserved w (-h) a b c := by
  intro z
  have e := H (verletStep w (-h) z)
  rw [verletStep_reverse] at e
  exact e.symm

/-- For the free particle, `w = 0`, the form `p²` is conserved by Verlet steps of
every size. -/
theorem free_particle_conserved (h : ℝ) : Conserved 0 h 0 0 1 := by
  intro z
  simp only [quadForm, verletStep, kick, drift]
  ring

/-- One cycle of an alternating integration: a Verlet step of size `h₁`, then one of
size `h₂`. -/
def alternatingCycle (w h₁ h₂ : ℝ) (z : ℝ × ℝ) : ℝ × ℝ :=
  verletStep w h₂ (verletStep w h₁ z)

/-- For `w = 1` and alternating steps `6/5` and `8/5`, the trajectory started at
`q = 1`, `p = 0` has `|q| ≥ (817/625)ⁿ` after `n` cycles. -/
theorem alternating_steps_growth (n : ℕ) :
    (817 / 625 : ℝ) ^ n ≤ |((alternatingCycle 1 (6 / 5) (8 / 5))^[n] (1, 0)).1| := by
  -- up to the sign (-1)ⁿ, the state stays in the quadrant q ≥ 0, p ≤ 0
  have key : ∀ m : ℕ,
      (817 / 625 : ℝ) ^ m
        ≤ (-1) ^ m * ((alternatingCycle 1 (6 / 5) (8 / 5))^[m] (1, 0)).1 ∧
      (-1) ^ m * ((alternatingCycle 1 (6 / 5) (8 / 5))^[m] (1, 0)).2 ≤ 0 := by
    intro m
    induction m with
    | zero => simp
    | succ m ih =>
      rw [Function.iterate_succ_apply']
      generalize (alternatingCycle 1 (6 / 5) (8 / 5))^[m] (1, 0) = z at ih ⊢
      have hq : (alternatingCycle 1 (6 / 5) (8 / 5) z).1
          = -(817 / 625 * z.1 - 14 / 125 * z.2) := by
        simp only [alternatingCycle, verletStep, kick, drift]
        ring
      have hp : (alternatingCycle 1 (6 / 5) (8 / 5) z).2
          = -(481 / 625 * z.2 - 168 / 3125 * z.1) := by
        simp only [alternatingCycle, verletStep, kick, drift]
        ring
      have hr : (0 : ℝ) ≤ (817 / 625) ^ m := by positivity
      rw [hq, hp, pow_succ (817 / 625 : ℝ) m, pow_succ (-1 : ℝ) m]
      generalize (817 / 625 : ℝ) ^ m = r at ih hr ⊢
      generalize (-1 : ℝ) ^ m = s at ih ⊢
      obtain ⟨i₁, i₂⟩ := ih
      constructor
      · nlinarith
      · nlinarith
  calc (817 / 625 : ℝ) ^ n
      ≤ (-1) ^ n * ((alternatingCycle 1 (6 / 5) (8 / 5))^[n] (1, 0)).1 := (key n).1
    _ ≤ |(-1) ^ n * ((alternatingCycle 1 (6 / 5) (8 / 5))^[n] (1, 0)).1| := le_abs_self _
    _ = |((alternatingCycle 1 (6 / 5) (8 / 5))^[n] (1, 0)).1| := by
      rw [abs_mul, abs_pow, abs_neg, abs_one, one_pow, one_mul]

end

end VerletVariableStep
```

```lean
#print axioms VerletVariableStep.no_common_quadratic_invariant
#print axioms VerletVariableStep.no_common_shadow_energy
#print axioms VerletVariableStep.free_particle_conserved
#print axioms VerletVariableStep.alternating_steps_growth
```

```
'VerletVariableStep.no_common_quadratic_invariant' depends on axioms: [propext, Classical.choice, Quot.sound]
'VerletVariableStep.no_common_shadow_energy' depends on axioms: [propext, Classical.choice, Quot.sound]
'VerletVariableStep.free_particle_conserved' depends on axioms: [propext, Classical.choice, Quot.sound]
'VerletVariableStep.alternating_steps_growth' depends on axioms: [propext, Classical.choice, Quot.sound]
```

## How the proof follows the algebra

`cross_term_eq_zero` evaluates the conservation law at the three test states and unfolds the definitions with `simp only`. The `linear_combination` line then contains the elimination above: h times the cross-term condition, minus 2α times the equation from (0,1), with the overall factor −1/2 turning −2bh = 0 into bh = 0. Because h is nonzero, b must vanish.

`no_common_quadratic_invariant` first obtains b = 0 from this lemma. It then uses the state (0,1) for both steps. The facts `k₁` and `k₂` are the two expressions for a, and `mul_left_cancel₀` performs the division by h₁² and h₂². Four times their difference yields `hc'`, the equation c w⁴(h₁² − h₂²) = 0. The second factor is nonzero by hypothesis, so c = 0, and substitution into `k₁` gives a = 0.

`no_common_shadow_energy` supplies the one missing condition, that the squares differ. It assumes they are equal, factors the difference, and treats the two cases: h₁ − h₂ = 0 contradicts distinctness, and h₁ + h₂ = 0 contradicts positivity.

`verletStep_reverse` checks by polynomial algebra, component by component, that a step of size −h followed by one of size h restores the state. `conserved_backward` applies conservation under h to the state already moved by −h. The forward step brings that state back to z, so the form has equal values at z and at the backward-moved state. `free_particle_conserved` is a direct expansion with w = 0.

In `alternating_steps_growth`, the statement `key` carries the bound on Q and the sign of P together, since neither can be propagated alone. The equations `hq` and `hp` are the explicit cycle map. In the induction step, `generalize` replaces the current state, the power of 817/625 and the sign (−1)ᵐ by single variables, after which `nlinarith` proves the two inequalities for Q′ and P′. The closing `calc` passes from Q to its absolute value and removes the sign, which leaves the bound on |q|.
